# The rotation of two orbitals into each other by a real angle is unitary

The theorem `planeRotation_mem` says that the 2 × 2 matrix with rows (cos θ, −sin θ) and (sin θ, cos θ), which mixes two orbitals, is unitary for every real angle θ. The entries are real numbers regarded as complex ones, and the statement concerns this matrix alone, with no Hamiltonian or many-electron state. The attempt turns membership of the unitary group into the equation that the matrix times its conjugate transpose is the identity, and checks it entry by entry. The diagonal entries need sin² θ + cos² θ = 1, which is carried over to the complex numbers as `hc`.

The first attempt, which Lean rejects:

```lean
import Mathlib

open Matrix

namespace PlaneRotationMem

noncomputable section

variable {m n : Type*} [Fintype m] [Fintype n]

variable [DecidableEq m] [DecidableEq n]

/-- The rotation by the angle `θ` in the plane of two orbitals. -/
def planeRotation (θ : ℝ) : Matrix (Fin 2) (Fin 2) ℂ :=
  !![(Real.cos θ : ℂ), -(Real.sin θ : ℂ); (Real.sin θ : ℂ), (Real.cos θ : ℂ)]

/-- The rotation in the plane of two orbitals is unitary. -/
theorem planeRotation_mem (θ : ℝ) :
    planeRotation θ ∈ Matrix.unitaryGroup (Fin 2) ℂ := by
  have h := Real.sin_sq_add_cos_sq θ
  rw [Matrix.mem_unitaryGroup_iff]
  unfold planeRotation
  generalize Real.cos θ = c at h ⊢
  generalize Real.sin θ = s at h ⊢
  have hc : (s : ℂ) ^ 2 + (c : ℂ) ^ 2 = 1 := by exact_mod_cast h
  ext i j
  fin_cases i <;> fin_cases j <;>
    simp [Matrix.mul_apply, Matrix.star_apply, Fin.sum_univ_two] <;>
    first | ring | linear_combination hc

end

end PlaneRotationMem
```

Messages:

```
Try this:
  [apply] ring_nf
  
  The `ring` tactic failed to close the goal. Use `ring_nf` to obtain a normal form.
    
  Note that `ring` works primarily in *commutative* rings. If you have a noncommutative ring, abelian group or module, consider using `noncomm_ring`, `abel` or `module` instead.
Try this:
  [apply] ring_nf
  
  The `ring` tactic failed to close the goal. Use `ring_nf` to obtain a normal form.
    
  Note that `ring` works primarily in *commutative* rings. If you have a noncommutative ring, abelian group or module, consider using `noncomm_ring`, `abel` or `module` instead.
Main.lean:19:55: error: unsolved goals
case «0».«0»
θ c s : ℝ
h : s ^ 2 + c ^ 2 = 1
hc : ↑s ^ 2 + ↑c ^ 2 = 1
⊢ ↑c ^ 2 + ↑s ^ 2 = 1

case «1».«1»
θ c s : ℝ
h : s ^ 2 + c ^ 2 = 1
hc : ↑s ^ 2 + ↑c ^ 2 = 1
⊢ ↑s ^ 2 + ↑c ^ 2 = 1
```

Cause. The error shows the two diagonal entries unproved, each asking that the squares of `c` and `s` sum to 1. That is what `hc` says, up to the order of the terms, but `ring` does not use hypotheses, and without `hc` the equation is no identity of commutative rings.

The alternative `linear_combination hc` was there to supply it, but was never reached. When `ring` cannot close a goal it falls back to `ring_nf`, and if that rewrites the goal, `ring` counts as having succeeded. So `first` kept its first alternative and left the rewritten goals open. The two "Try this" messages report this fallback.

The diff swaps the alternatives. `linear_combination hc` now closes the diagonal goals. It fails outright when its final check does not close the goal, so `first` can still pass to `ring` for any off-diagonal goal that `simp` leaves, where the products cancel without `hc`.

This version goes through:

```diff
@@ -27,5 +27,5 @@
   fin_cases i <;> fin_cases j <;>
     simp [Matrix.mul_apply, Matrix.star_apply, Fin.sum_univ_two] <;>
-    first | ring | linear_combination hc
+    first | linear_combination hc | ring
 
 end
```
